# The energy gradient at fixed constraint values contains a weight-function term: a finite matrix model

Suppose a constrained calculation holds a charge on a molecular fragment by means of a weight function that moves with the atoms. If the gradient is then computed from the explicit change of the Hamiltonian alone, it generally disagrees with the energy. A geometry optimisation stops at a point that is not stationary, and a molecular dynamics run does not conserve energy. The problems below find the missing term for a Hamiltonian that does not depend on the state.

## The model

Let \(R\) be one real parameter, such as a nuclear coordinate, and let \(\psi(R)\) be a complex vector in a fixed, finite orthonormal basis indexed by `n`. The matrix \(H(R)\) is the Hamiltonian. The matrices \(w_k(R)\), with \(k\) in the finite type `κ`, measure the constrained quantities, for example fragment populations.

```lean
import Mathlib

open Matrix

namespace ConstrainedDFTForce

noncomputable section

variable {n κ : Type*} [Fintype n] [Fintype κ]
```

Write \(\langle x,Ay\rangle=\sum_{i,j}x_i^*A_{ij}y_j\), in Lean `star x ⬝ᵥ A *ᵥ y`, and \(\langle A\rangle=\langle\psi,A\psi\rangle\), in Lean `expect A ψ`.

```lean
/-- The expectation value `⟨ψ, A ψ⟩` of a matrix `A` in the state `ψ`. -/
def expect (A : Matrix n n ℂ) (ψ : n → ℂ) : ℂ := star ψ ⬝ᵥ A *ᵥ ψ
```

The real multipliers \(V_k\) are the strengths of the potentials that enforce the constraints. They enter with a plus sign: \(M=H+\sum_k V_kw_k\).

```lean
/-- The Hamiltonian `H + ∑ V_k w_k`, with weight matrices `w_k` and real multipliers `V_k`. -/
def constrainedHamiltonian (H : Matrix n n ℂ) (w : κ → Matrix n n ℂ) (V : κ → ℝ) :
    Matrix n n ℂ := H + ∑ k, (V k : ℂ) • w k
```

A prime denotes a derivative at the point \(R_0\), taken entry by entry.

## (a) Differentiating an expectation value

**Task.** For differentiable \(A(R)\) and \(\psi(R)\), show that

\[
\langle A\rangle'=\langle\psi',A\psi\rangle+\langle\psi,A'\psi\rangle+\langle\psi,A\psi'\rangle .
\]

**Solution.** Apply the product rule to each term of the double sum:

\[
(\psi_i^*A_{ij}\psi_j)'=\psi_i'^*A_{ij}\psi_j+\psi_i^*A_{ij}'\psi_j+\psi_i^*A_{ij}\psi_j' .
\]

Conjugation commutes with the derivative because \(R\) is real. Summing over \(i,j\) gives the claim. The Lean proof differentiates the same sum and then regroups it.

```lean
/-- The derivative of an expectation value is the expectation value of `A'` plus the two terms from
the response of the state. -/
theorem hasDerivAt_expect {A : ℝ → Matrix n n ℂ} {A' : Matrix n n ℂ} {ψ : ℝ → n → ℂ}
    {ψ' : n → ℂ} {R₀ : ℝ} (hA : ∀ i j, HasDerivAt (fun R => A R i j) (A' i j) R₀)
    (hψ : ∀ i, HasDerivAt (fun R => ψ R i) (ψ' i) R₀) :
    HasDerivAt (fun R => expect (A R) (ψ R))
      (star ψ' ⬝ᵥ A R₀ *ᵥ ψ R₀ + expect A' (ψ R₀) + star (ψ R₀) ⬝ᵥ A R₀ *ᵥ ψ') R₀ := by
  have h : HasDerivAt (fun R => ∑ i, star (ψ R i) * ∑ j, A R i j * ψ R j)
      (∑ i, (star (ψ' i) * ∑ j, A R₀ i j * ψ R₀ j
        + star (ψ R₀ i) * ∑ j, (A' i j * ψ R₀ j + A R₀ i j * ψ' j))) R₀ :=
    HasDerivAt.fun_sum fun i _ => (hψ i).star.fun_mul
      (HasDerivAt.fun_sum fun j _ => (hA i j).fun_mul (hψ j))
  refine h.congr_deriv ?_
  simp only [expect, Matrix.mulVec, dotProduct, Pi.star_apply, Finset.sum_add_distrib, mul_add]
  ring
```

## (b) Matrix elements of the constrained Hamiltonian

**Task.** Show for all vectors \(x,y\) that

\[
\langle x,My\rangle=\langle x,Hy\rangle+\sum_kV_k\langle x,w_ky\rangle .
\]

**Solution.** Insert \(My=Hy+\sum_kV_kw_ky\) and use linearity in the second argument. Lean obtains the sum over \(k\) by induction, adding one constraint at a time.

```lean
/-- Matrix elements of the constrained Hamiltonian split into those of `H` and the weighted
sum of those of the `w_k`. -/
theorem constrainedHamiltonian_element (H : Matrix n n ℂ) (w : κ → Matrix n n ℂ) (V : κ → ℝ)
    (x y : n → ℂ) : star x ⬝ᵥ constrainedHamiltonian H w V *ᵥ y
      = star x ⬝ᵥ H *ᵥ y + ∑ k, (V k : ℂ) * (star x ⬝ᵥ w k *ᵥ y) := by
  classical
  have hs : ∀ s : Finset κ, star x ⬝ᵥ (∑ k ∈ s, (V k : ℂ) • w k) *ᵥ y
      = ∑ k ∈ s, (V k : ℂ) * (star x ⬝ᵥ w k *ᵥ y) := by
    intro s
    induction s using Finset.induction_on with
    | empty => simp
    | insert a s ha ih =>
      rw [Finset.sum_insert ha, Finset.sum_insert ha, Matrix.add_mulVec, dotProduct_add, ih,
        Matrix.smul_mulVec, dotProduct_smul, smul_eq_mul]
  rw [constrainedHamiltonian, Matrix.add_mulVec, dotProduct_add, hs]
```

## (c) Response of an eigenstate

**Task.** Let \(H\) and all \(w_k\) be Hermitian, and let \(M\psi=e\psi\) with real \(e\). For any vector \(\varphi\), set \(\delta_A=\langle\varphi,A\psi\rangle+\langle\psi,A\varphi\rangle\). Show that

\[
\delta_H+\sum_kV_k\delta_{w_k}=e\,\delta_1 .
\]

**Solution.** The eigenvalue equation gives \(\langle\varphi,M\psi\rangle=e\langle\varphi,\psi\rangle\). Since the \(V_k\) are real, \(M\) is Hermitian, and

\[
\langle\psi,M\varphi\rangle=\langle M\psi,\varphi\rangle=e\langle\psi,\varphi\rangle .
\]

Add the two equations and expand the left side by (b). In the proof they are `h1` and `h2`; the second comes from applying `star` to the eigenvalue equation.

```lean
/-- For an eigenstate `ψ` of the constrained Hamiltonian and any variation `φ`, the first-order
changes of `⟨H⟩` and of the weighted `⟨w_k⟩` add up to `e` times that of the squared norm. -/
theorem stationary_response {H : Matrix n n ℂ} {w : κ → Matrix n n ℂ} {V : κ → ℝ} {e : ℝ}
    {ψ : n → ℂ} (hH : H.IsHermitian) (hw : ∀ k, (w k).IsHermitian)
    (h : constrainedHamiltonian H w V *ᵥ ψ = (e : ℂ) • ψ) (φ : n → ℂ) :
    (star φ ⬝ᵥ H *ᵥ ψ + star ψ ⬝ᵥ H *ᵥ φ)
      + ∑ k, (V k : ℂ) * (star φ ⬝ᵥ w k *ᵥ ψ + star ψ ⬝ᵥ w k *ᵥ φ)
      = e * (star φ ⬝ᵥ ψ + star ψ ⬝ᵥ φ) := by
  have hM : (constrainedHamiltonian H w V)ᴴ = constrainedHamiltonian H w V := by
    rw [constrainedHamiltonian, Matrix.conjTranspose_add, Matrix.conjTranspose_sum, hH.eq]
    congr 1
    refine Finset.sum_congr rfl fun k _ => ?_
    rw [Matrix.conjTranspose_smul, (hw k).eq, Complex.star_def, Complex.conj_ofReal]
  -- the eigenvalue equation acting to the right and to the left
  have h1 : star φ ⬝ᵥ constrainedHamiltonian H w V *ᵥ ψ = e * (star φ ⬝ᵥ ψ) := by
    rw [h, dotProduct_smul, smul_eq_mul]
  have h2 : star ψ ⬝ᵥ constrainedHamiltonian H w V *ᵥ φ = e * (star ψ ⬝ᵥ φ) := by
    have h3 := congrArg star h
    rw [Matrix.star_mulVec, hM, star_smul, Complex.star_def, Complex.conj_ofReal] at h3
    rw [Matrix.dotProduct_mulVec, h3, smul_dotProduct, smul_eq_mul]
  rw [constrainedHamiltonian_element] at h1 h2
  simp only [mul_add, Finset.sum_add_distrib]
  linear_combination h1 + h2
```

## (d) Gradient with moving targets

**Task.** Let \(\psi(R)\) be normalised and satisfy \(\langle w_k\rangle=N_k(R)\) for every \(R\), with differentiable real targets \(N_k\). At \(R_0\), let the conditions of (c) hold. Show that

\[
\langle H\rangle'=\langle H'\rangle+\sum_kV_k\bigl(\langle w_k'\rangle-N_k'\bigr).
\]

**Solution.** Take \(\varphi=\psi'\) in the definition of \(\delta_A\). Part (a), applied to \(H\), the identity and \(w_k\), gives

\[
\langle H\rangle'=\langle H'\rangle+\delta_H,\qquad \delta_1=0,\qquad \delta_{w_k}+\langle w_k'\rangle=N_k' .
\]

By (c), \(\delta_H=-\sum_kV_k\delta_{w_k}=\sum_kV_k(\langle w_k'\rangle-N_k')\), which is the required term.

In Lean, `hnorm` and `hN` are the conditions along the whole path, while `heig` and the Hermiticity hypotheses concern only \(R_0\). The numbers \(V_k\) and \(e\) are needed only there, so their derivatives never appear. Differentiability of \(\psi\) is assumed, and \(\psi\) may be any eigenstate of \(M\), not only the lowest.

```lean
/-- Energy derivative along a path on which the constraint targets `N_k` may change: each
constraint contributes `V_k (⟨w_k'⟩ - N_k')`. -/
theorem constrained_force_moving_target {H : ℝ → Matrix n n ℂ} {H' : Matrix n n ℂ}
    {w : κ → ℝ → Matrix n n ℂ} {w' : κ → Matrix n n ℂ} {ψ : ℝ → n → ℂ} {ψ' : n → ℂ}
    {N : κ → ℝ → ℝ} {N' V : κ → ℝ} {e R₀ : ℝ}
    (hH : (H R₀).IsHermitian) (hw : ∀ k, (w k R₀).IsHermitian)
    (dH : ∀ i j, HasDerivAt (fun R => H R i j) (H' i j) R₀)
    (dw : ∀ k i j, HasDerivAt (fun R => w k R i j) (w' k i j) R₀)
    (dψ : ∀ i, HasDerivAt (fun R => ψ R i) (ψ' i) R₀)
    (dN : ∀ k, HasDerivAt (N k) (N' k) R₀)
    (hnorm : ∀ R, star (ψ R) ⬝ᵥ ψ R = 1)
    (hN : ∀ k R, expect (w k R) (ψ R) = (N k R : ℂ))
    (heig : constrainedHamiltonian (H R₀) (fun k => w k R₀) V *ᵥ ψ R₀ = (e : ℂ) • ψ R₀) :
    HasDerivAt (fun R => expect (H R) (ψ R))
      (expect H' (ψ R₀) + ∑ k, (V k : ℂ) * (expect (w' k) (ψ R₀) - N' k)) R₀ := by
  classical
  -- normalisation: the squared norm has no first-order response
  have h0 : star ψ' ⬝ᵥ ψ R₀ + star (ψ R₀) ⬝ᵥ ψ' = 0 := by
    have h := hasDerivAt_expect (A := fun _ => (1 : Matrix n n ℂ)) (A' := 0)
      (fun i j => hasDerivAt_const R₀ ((1 : Matrix n n ℂ) i j)) dψ
    simp only [expect, Matrix.one_mulVec, Matrix.zero_mulVec, dotProduct_zero, add_zero,
      hnorm] at h
    exact h.unique (hasDerivAt_const R₀ (1 : ℂ))
  -- differentiated constraints
  have hc : ∀ k, star ψ' ⬝ᵥ w k R₀ *ᵥ ψ R₀ + expect (w' k) (ψ R₀)
      + star (ψ R₀) ⬝ᵥ w k R₀ *ᵥ ψ' = (N' k : ℂ) := by
    intro k
    have h := hasDerivAt_expect (dw k) dψ
    simp only [hN k] at h
    exact h.unique (dN k).ofReal_comp
  have hs : ∑ k, (V k : ℂ) * (expect (w' k) (ψ R₀) - N' k)
      = -∑ k, (V k : ℂ) * (star ψ' ⬝ᵥ w k R₀ *ᵥ ψ R₀ + star (ψ R₀) ⬝ᵥ w k R₀ *ᵥ ψ') := by
    rw [← Finset.sum_neg_distrib]
    refine Finset.sum_congr rfl fun k _ => ?_
    linear_combination (V k : ℂ) * hc k
  refine (hasDerivAt_expect dH dψ).congr_deriv ?_
  rw [hs]
  linear_combination stationary_response hH hw heig ψ' + (e : ℂ) * h0
```

The proof turns on `HasDerivAt.unique`, which says that a function has at most one derivative at a point. For each constraint, (a) supplies one derivative of \(\langle w_k\rangle\). The step `simp only [hN k] at h` then replaces the function being differentiated by \(N_k(R)\), whose derivative is already known, and `unique` equates the two. This is how Lean differentiates both sides of an identity. It uses the constraint as an equality of functions; equality at \(R_0\) alone would say nothing about derivatives. The norm is treated in the same way, in `h0`.

## (e) Gradient at constant constraint values

**Task.** Now let the \(N_k\) be constant. Show that

\[
\langle H\rangle'=\langle H'\rangle+\sum_kV_k\langle w_k'\rangle .
\]

**Solution.** Set \(N_k'=0\) in (d). The force is minus this derivative. With no constraints the sum is empty, and the Hellmann–Feynman formula remains.

```lean
/-- Constrained force: with constant constraint values, the energy `⟨ψ, H ψ⟩` has derivative
`⟨ψ, H' ψ⟩ + ∑ V_k ⟨ψ, w_k' ψ⟩`. -/
theorem constrained_force {H : ℝ → Matrix n n ℂ} {H' : Matrix n n ℂ}
    {w : κ → ℝ → Matrix n n ℂ} {w' : κ → Matrix n n ℂ} {ψ : ℝ → n → ℂ} {ψ' : n → ℂ}
    {N V : κ → ℝ} {e R₀ : ℝ}
    (hH : (H R₀).IsHermitian) (hw : ∀ k, (w k R₀).IsHermitian)
    (dH : ∀ i j, HasDerivAt (fun R => H R i j) (H' i j) R₀)
    (dw : ∀ k i j, HasDerivAt (fun R => w k R i j) (w' k i j) R₀)
    (dψ : ∀ i, HasDerivAt (fun R => ψ R i) (ψ' i) R₀)
    (hnorm : ∀ R, star (ψ R) ⬝ᵥ ψ R = 1)
    (hN : ∀ k R, expect (w k R) (ψ R) = (N k : ℂ))
    (heig : constrainedHamiltonian (H R₀) (fun k => w k R₀) V *ᵥ ψ R₀ = (e : ℂ) • ψ R₀) :
    HasDerivAt (fun R => expect (H R) (ψ R))
      (expect H' (ψ R₀) + ∑ k, (V k : ℂ) * expect (w' k) (ψ R₀)) R₀ := by
  have h := constrained_force_moving_target (N := fun k _ => N k) (N' := fun _ => 0)
    hH hw dH dw dψ (fun k => hasDerivAt_const R₀ (N k)) hnorm hN heig
  simpa only [Complex.ofReal_zero, sub_zero] using h
```

In a code, the extra term is the contraction of the density matrix with the derivative of the weight matrix, multiplied by the converged \(V_k\) and added to the gradient. A finite-difference check that takes differences of \(\langle H\rangle\) should solve for \(V_k\) again at each displaced geometry. With frozen \(V_k\) the constraint values generally drift, and \(\langle H\rangle\) also picks up the target term of (d).

The theorem treats one state vector and a Hamiltonian independent of it. Self-consistent Kohn–Sham energies need a further argument, and basis functions that move with the atoms bring in their own derivative terms.

## (f) Energy slope in the targets

**Task.** Keep \(H\) and all \(w_k\) fixed, and let the targets and the state vary with a parameter \(t\), under the conditions of (d). The \(V_k\) are the multipliers at the point where the derivative is taken; along the path they generally change. Show that

\[
\frac{d\langle H\rangle}{dt}=-\sum_kV_k\frac{dN_k}{dt}.
\]

**Solution.** Set \(H'=0\) and \(w_k'=0\) in (d). For a single constraint with \(N(t)=t\), the slope is \(-V\): the multiplier measures the energy cost of changing the constrained value, with the sign fixed by the convention \(H+Vw\).

```lean
/-- For fixed `H` and `w_k`, the energy changes with the constraint targets at the rate
`-∑ V_k N_k'`. -/
theorem energy_slope_in_targets {H : Matrix n n ℂ} {w : κ → Matrix n n ℂ} {ψ : ℝ → n → ℂ}
    {ψ' : n → ℂ} {N : κ → ℝ → ℝ} {N' V : κ → ℝ} {e t : ℝ}
    (hH : H.IsHermitian) (hw : ∀ k, (w k).IsHermitian)
    (dψ : ∀ i, HasDerivAt (fun s => ψ s i) (ψ' i) t) (dN : ∀ k, HasDerivAt (N k) (N' k) t)
    (hnorm : ∀ s, star (ψ s) ⬝ᵥ ψ s = 1) (hN : ∀ k s, expect (w k) (ψ s) = (N k s : ℂ))
    (heig : constrainedHamiltonian H w V *ᵥ ψ t = (e : ℂ) • ψ t) :
    HasDerivAt (fun s => expect H (ψ s)) (-∑ k, (V k : ℂ) * N' k) t := by
  have h := constrained_force_moving_target (H := fun _ => H) (H' := 0)
    (w := fun k _ => w k) (w' := fun _ => 0) hH hw (fun i j => hasDerivAt_const t (H i j))
    (fun k i j => hasDerivAt_const t (w k i j)) dψ dN hnorm hN heig
  refine h.congr_deriv ?_
  simp [expect]
```

## (g) A two-state example

Take the fixed Hamiltonian \(H=\mathrm{diag}(1,-1)\),

```lean
/-- The two-state Hamiltonian with energies `1` and `-1`. -/
def pauliZ : Matrix (Fin 2) (Fin 2) ℂ := !![1, 0; 0, -1]
```

a weight matrix that rotates with \(R\),

\[
w(R)=\begin{pmatrix}-\sin2R&\cos2R\\ \cos2R&\sin2R\end{pmatrix},
\]

```lean
/-- The real symmetric traceless two-state weight matrix with entries `-b, a, a, b`. -/
def weight (a b : ℝ) : Matrix (Fin 2) (Fin 2) ℂ := !![-(b : ℂ), (a : ℂ); (a : ℂ), (b : ℂ)]
```

and the state \(\psi(R)=(\cos R,\sin R)\).

```lean
/-- The two-state vector with real amplitudes `c` and `s`. -/
def orbital (c s : ℝ) : Fin 2 → ℂ := ![(c : ℂ), (s : ℂ)]
```

**Task.** Show that this model meets the hypotheses of (e) with \(V=\sin2R\), \(e=\cos2R\) and \(N=0\), and that

\[
\langle w'\rangle=-2 .
\]

**Solution.** Both matrices are real and symmetric, all entries are differentiable, and \(\cos^2R+\sin^2R=1\) normalises the state. The angle-difference formulas give \(w\psi=(-\sin R,\cos R)\), which is orthogonal to \(\psi\), so \(\langle w\rangle=0\). With \(V=2\sin R\cos R\),

\[
(H+Vw)\psi=\begin{pmatrix}\cos R\,(1-2\sin^2R)\\ \sin R\,(2\cos^2R-1)\end{pmatrix}=\cos2R\;\psi .
\]

Finally, \(w'\) has the form of \(w\) with \(\cos2R\) replaced by \(-2\sin2R\) and \(\sin2R\) by \(2\cos2R\). Hence

\[
\langle w'\rangle=-2\sin2R\,\sin2R-2\cos2R\,\cos2R=-2 .
\]

Here \(\langle H'\rangle=0\), so the whole gradient is the weight term \(V\langle w'\rangle=-2\sin2R\). This agrees with differentiating \(\langle H\rangle=\cos^2R-\sin^2R=\cos2R\) directly.

The Lean statement lists the conditions and the value of \(\langle w'\rangle\) for every \(R\). For the eigenvalue equation, its proof replaces \(\cos R\) and \(\sin R\) by variables `c` and `s` and reduces each component to \(c^2+s^2=1\).

```lean
/-- A two-state model with fixed Hamiltonian and rotating weight matrix meets the hypotheses of
the constrained force, with multiplier `sin 2R`, and has `⟨w'⟩ = -2`. -/
theorem constrained_force_witness (R : ℝ) :
    pauliZ.IsHermitian ∧ (weight (Real.cos (2 * R)) (Real.sin (2 * R))).IsHermitian ∧
    (∀ i j, HasDerivAt (fun r => weight (Real.cos (2 * r)) (Real.sin (2 * r)) i j)
      (weight (-(2 * Real.sin (2 * R))) (2 * Real.cos (2 * R)) i j) R) ∧
    (∀ i, HasDerivAt (fun r => orbital (Real.cos r) (Real.sin r) i)
      (orbital (-Real.sin R) (Real.cos R) i) R) ∧
    star (orbital (Real.cos R) (Real.sin R)) ⬝ᵥ orbital (Real.cos R) (Real.sin R) = 1 ∧
    expect (weight (Real.cos (2 * R)) (Real.sin (2 * R)))
      (orbital (Real.cos R) (Real.sin R)) = 0 ∧
    constrainedHamiltonian pauliZ
        (fun _ : Unit => weight (Real.cos (2 * R)) (Real.sin (2 * R)))
        (fun _ => Real.sin (2 * R)) *ᵥ orbital (Real.cos R) (Real.sin R)
      = ((Real.cos (2 * R) : ℝ) : ℂ) • orbital (Real.cos R) (Real.sin R) ∧
    expect (weight (-(2 * Real.sin (2 * R))) (2 * Real.cos (2 * R)))
      (orbital (Real.cos R) (Real.sin R)) = -2 := by
  have hp : Real.cos R ^ 2 + Real.sin R ^ 2 = 1 := Real.cos_sq_add_sin_sq R
  have ha : Real.cos (2 * R) = Real.cos R ^ 2 - Real.sin R ^ 2 := by
    rw [Real.cos_two_mul]; linarith
  have hb : Real.sin (2 * R) = 2 * Real.sin R * Real.cos R := Real.sin_two_mul R
  have hexp : ∀ a b c s : ℝ, expect (weight a b) (orbital c s)
      = ((2 * a * c * s - b * (c ^ 2 - s ^ 2) : ℝ) : ℂ) := by
    intro a b c s
    simp [expect, weight, orbital, Matrix.mulVec, dotProduct, Fin.sum_univ_two]
    ring
  have dc : HasDerivAt (fun r : ℝ => Real.cos (2 * r)) (-(2 * Real.sin (2 * R))) R :=
    ((hasDerivAt_id' R).const_mul 2).cos.congr_deriv (by ring)
  have ds : HasDerivAt (fun r : ℝ => Real.sin (2 * r)) (2 * Real.cos (2 * R)) R :=
    ((hasDerivAt_id' R).const_mul 2).sin.congr_deriv (by ring)
  refine ⟨?_, ?_, ?_, ?_, ?_, ?_, ?_, ?_⟩
  · refine Matrix.IsHermitian.ext fun i j => ?_
    fin_cases i <;> fin_cases j <;> simp [pauliZ]
  · generalize Real.cos (2 * R) = a
    generalize Real.sin (2 * R) = b
    refine Matrix.IsHermitian.ext fun i j => ?_
    fin_cases i <;> fin_cases j <;> simp [weight]
  · intro i j
    fin_cases i <;> fin_cases j
    exacts [ds.ofReal_comp.fun_neg, dc.ofReal_comp, dc.ofReal_comp, ds.ofReal_comp]
  · intro i
    fin_cases i
    exacts [(Real.hasDerivAt_cos R).ofReal_comp, (Real.hasDerivAt_sin R).ofReal_comp]
  · generalize Real.cos R = c at hp
    generalize Real.sin R = s at hp
    have hpc : (c : ℂ) ^ 2 + (s : ℂ) ^ 2 = 1 := by exact_mod_cast hp
    simp [orbital, dotProduct, Fin.sum_univ_two]
    linear_combination hpc
  · rw [hexp, ha, hb, Complex.ofReal_eq_zero]
    ring
  · -- the eigenvalue equation, reduced to `c² + s² = 1`
    rw [ha, hb]
    generalize Real.cos R = c at hp
    generalize Real.sin R = s at hp
    have hpc : (c : ℂ) ^ 2 + (s : ℂ) ^ 2 = 1 := by exact_mod_cast hp
    ext i
    fin_cases i
    · simp [constrainedHamiltonian, pauliZ, weight, orbital, Matrix.mulVec, dotProduct,
        Fin.sum_univ_two]
      linear_combination (-(c : ℂ) * (1 + 2 * (s : ℂ) ^ 2)) * hpc
    · simp [constrainedHamiltonian, pauliZ, weight, orbital, Matrix.mulVec, dotProduct,
        Fin.sum_univ_two]
      linear_combination ((s : ℂ) * (1 + 2 * (c : ℂ) ^ 2)) * hpc
  · have h2 : 2 * (-(2 * Real.sin (2 * R))) * Real.cos R * Real.sin R
        - 2 * Real.cos (2 * R) * (Real.cos R ^ 2 - Real.sin R ^ 2) = -2 := by
      rw [ha, hb]
      linear_combination (-2) * (Real.cos R ^ 2 + Real.sin R ^ 2 + 1) * hp
    rw [hexp, h2]
    norm_num

end

end ConstrainedDFTForce
```

```lean
#print axioms ConstrainedDFTForce.constrained_force
#print axioms ConstrainedDFTForce.energy_slope_in_targets
```

```
'ConstrainedDFTForce.constrained_force' depends on axioms: [propext, Classical.choice, Quot.sound]
'ConstrainedDFTForce.energy_slope_in_targets' depends on axioms: [propext, Classical.choice, Quot.sound]
```
